# The squared total spin of three spin-1/2 particles as 3/4 plus three swaps

For three spin-1/2 particles, with spin measured in units of $\hbar$,

$$S^2=\tfrac34+P_{12}+P_{13}+P_{23},$$

where $P_{pq}$ exchanges the spins of particles $p$ and $q$. On the states with $M=1/2$, where $M$ is the eigenvalue of $S_z$, this operator acts as the $3\times3$ matrix $\tfrac34 I+J$, with $I$ the identity and $J$ the all-ones matrix. Its eigenvalues are $15/4$, once, and $3/4$, twice. Since $S^2$ has eigenvalue $S(S+1)$, these belong to one quartet state ($S=3/2$) and two doublet states ($S=1/2$).

In configuration interaction, diagonalising the same block spin-adapts the three $M=1/2$ determinants of three electrons in three singly occupied orthonormal orbitals, provided that every determinant lists the orbitals in the same order; other orderings can change the signs of off-diagonal entries. The model below contains only the spins, with no orbitals and no Hamiltonian.

## From Pauli matrices to swaps

Number the Cartesian components $a=0,1,2$ for $x,y,z$, and let the spin indices $i,j,k$ take the values 0 (up) and 1 (down). The Pauli matrices $\sigma_a$ satisfy

$$\sum_a(\sigma_a)_{ii'}(\sigma_a)_{jj'}=2\,\delta_{ji'}\delta_{ij'}-\delta_{ii'}\delta_{jj'}.$$

To check this, sort the entries by which indices change.

- If $i=i'$ and $j=j'$, only $\sigma_z$ contributes. It gives $1$ for $i=j$ and $-1$ for $i\ne j$, as does the right side.
- If exactly one of the two indices changes, every term on the left vanishes, and so does the right side.
- If both change, $\sigma_x$ contributes $1$. For $i=j$, $\sigma_y$ contributes $(\pm\mathrm i)^2=-1$, and the total is 0. For $i\ne j$ it contributes $(-\mathrm i)(\mathrm i)=1$, and the total is 2. The right side agrees.

Write $\sigma_a(p)$ for $\sigma_a$ acting on particle $p$. The entries of $P_{12}$ are $\delta_{ji'}\delta_{ij'}\delta_{kk'}$, so multiplying the relation by $\delta_{kk'}$ gives the Dirac exchange identity,

$$\sum_a\sigma_a(1)\sigma_a(2)=2P_{12}-1,$$

and likewise for the other two pairs.

Now $S_a=\tfrac12\big(\sigma_a(1)+\sigma_a(2)+\sigma_a(3)\big)$. Each $\sigma_a(p)$ squares to one, and operators on different particles commute, so

$$S_a^2=\tfrac34+\tfrac12\sum_{p<q}\sigma_a(p)\sigma_a(q).$$

Summing over the three components gives

$$S^2=\tfrac94+\tfrac12\sum_{p<q}(2P_{pq}-1)=\tfrac94-\tfrac32+\sum_{p<q}P_{pq}=\tfrac34+\sum_{p<q}P_{pq}.$$

## The block with one spin down

The operator $S_z$ is diagonal in the configurations, each up spin adding $1/2$ and each down spin $-1/2$. Hence $M=1/2$ requires exactly one down spin. Let $c_0,c_1,c_2$ be the amplitudes of the configurations in which particle 1, 2 or 3, respectively, is down.

The swap $P_{12}$ exchanges $c_0$ and $c_1$ and leaves $c_2$ alone; the other swaps act in the same way on their pairs. At position 0 the three swaps therefore contribute $c_1+c_2+c_0$, and at the other two positions the same sum appears in a different order. Thus, with $i=0,1,2$ now numbering the positions,

$$(S^2c)_i=\tfrac34c_i+(c_0+c_1+c_2).$$

For the eigenvalue $15/4$, subtracting the equations for two positions leaves $3(c_i-c_j)=0$, so all amplitudes are equal. Conversely, equal amplitudes $c$ give $\tfrac34c+3c=\tfrac{15}4c$. For the eigenvalue $3/4$, the equation reduces to $c_0+c_1+c_2=0$. Normalised eigenvectors are

$$\tfrac1{\sqrt3}(1,1,1),\qquad \tfrac1{\sqrt2}(1,-1,0),\qquad \tfrac1{\sqrt6}(1,1,-2).$$

For the characteristic determinant, set $t=x-\tfrac34$. The matrix $tI-J$ has $t-1$ on the diagonal and $-1$ elsewhere, so

$$\det(tI-J)=(t-1)^3-2-3(t-1)=t^2(t-3)=(x-\tfrac34)^2(x-\tfrac{15}4).$$

The smallest case with a swap has two particles. The same expansion gives $S^2=\tfrac32+\tfrac12(2P_{12}-1)=1+P_{12}$, which is 2 on the symmetric triplet and 0 on the antisymmetric singlet.

## Spins and swaps as matrices

In Lean 4 with Mathlib:

```lean
import Mathlib

open Matrix
open scoped Kronecker

namespace ThreeSpinHalf

noncomputable section
```

A configuration is a triple, nested as a pair whose second member is a pair. The spins of particles 1, 2 and 3 are therefore `x.1`, `x.2.1` and `x.2.2`.

```lean
/-- A configuration of three spins; `0` is spin up and `1` is spin down. -/
abbrev Config := Fin 2 × Fin 2 × Fin 2
```

The Pauli matrices are written out explicitly.

```lean
/-- The Pauli matrices, in the order x, y, z. -/
def pauli : Fin 3 → Matrix (Fin 2) (Fin 2) ℂ :=
  ![!![0, 1; 1, 0], !![0, -Complex.I; Complex.I, 0], !![1, 0; 0, -1]]
```

The bracketing of the Kronecker product matches the nesting of the configurations.

```lean
/-- The Kronecker product of three one-particle operators. -/
def tensor3 (A B C : Matrix (Fin 2) (Fin 2) ℂ) : Matrix Config Config ℂ :=
  A ⊗ₖ (B ⊗ₖ C)
```

Each spin component is half the sum of three one-particle operators, and `spinSq` is the sum of the squared components.

```lean
/-- A Cartesian component of the total spin, in units of ħ. -/
def spin (a : Fin 3) : Matrix Config Config ℂ :=
  (1 / 2 : ℂ) • (tensor3 (pauli a) 1 1 + tensor3 1 (pauli a) 1 + tensor3 1 1 (pauli a))

/-- The square of the total spin, the sum of the squares of its components. -/
def spinSq : Matrix Config Config ℂ := ∑ a, spin a * spin a
```

The swaps are defined without reference to Pauli matrices: an entry is 1 when exchanging two members of the row configuration gives the column configuration. The formula for $S^2$ thus relates two independent definitions.

```lean
/-- The matrix that swaps the spins of particles 1 and 2. -/
def swap12 : Matrix Config Config ℂ :=
  Matrix.of fun x y => if (x.2.1, x.1, x.2.2) = y then 1 else 0

/-- The matrix that swaps the spins of particles 1 and 3. -/
def swap13 : Matrix Config Config ℂ :=
  Matrix.of fun x y => if (x.2.2, x.2.1, x.1) = y then 1 else 0

/-- The matrix that swaps the spins of particles 2 and 3. -/
def swap23 : Matrix Config Config ℂ :=
  Matrix.of fun x y => if (x.1, x.2.2, x.2.1) = y then 1 else 0
```

## The exchange identity and the formula for S²

The completeness relation has sixteen entries, which `fin_cases` checks one at a time, where the hand derivation grouped them by index changes.

```lean
/-- The completeness relation of the Pauli matrices, entry by entry. -/
theorem pauli_completeness (i i' j j' : Fin 2) :
    ∑ a, pauli a i i' * pauli a j j' =
      2 * (if j = i' ∧ i = j' then 1 else 0) - (if i = i' ∧ j = j' then 1 else 0) := by
  fin_cases i <;> fin_cases i' <;> fin_cases j <;> fin_cases j' <;>
    simp [pauli, Fin.sum_univ_three] <;> norm_num
```

The next theorem contains the exchange identity for all three pairs. Each proof compares entries and asks whether the spectator's spin is unchanged. If it is, the completeness relation settles the entry; if it is not, both sides are zero.

```lean
/-- The Dirac exchange identity: for each pair of particles, the scalar product of their
Pauli vectors is twice the swap matrix minus one. -/
theorem dirac_exchange :
    ∑ a, tensor3 (pauli a) (pauli a) 1 = (2 : ℂ) • swap12 - 1 ∧
    ∑ a, tensor3 (pauli a) 1 (pauli a) = (2 : ℂ) • swap13 - 1 ∧
    ∑ a, tensor3 1 (pauli a) (pauli a) = (2 : ℂ) • swap23 - 1 := by
  refine ⟨?_, ?_, ?_⟩ <;> ext ⟨i, j, k⟩ ⟨i', j', k'⟩
  -- in each case the particle outside the pair is a spectator
  · have h := pauli_completeness i i' j j'
    by_cases hk : k = k'
    · subst hk
      simp [tensor3, swap12, Matrix.sum_apply, Matrix.one_apply, h]
    · simp [tensor3, swap12, Matrix.sum_apply, hk]
  · have h := pauli_completeness i i' k k'
    by_cases hj : j = j'
    · subst hj
      simp [tensor3, swap13, Matrix.sum_apply, Matrix.one_apply, h]
    · simp [tensor3, swap13, Matrix.sum_apply, hj]
  · have h := pauli_completeness j j' k k'
    by_cases hi : i = i'
    · subst hi
      simp [tensor3, swap23, Matrix.sum_apply, Matrix.one_apply, h]
    · simp [tensor3, swap23, Matrix.sum_apply, hi]
```

The formula for $S^2$ follows. Inside its proof, `hsq` says that each Pauli matrix squares to one, and `hs` is the expansion of $S_a^2$ given above. After the exchange identity has been inserted, `module` collects the scalar coefficients.

```lean
/-- The squared total spin of three spin-1/2 particles is 3/4 plus the sum of the three
swap matrices. -/
theorem spinSq_eq_swaps :
    spinSq = (3 / 4 : ℂ) • (1 : Matrix Config Config ℂ) + swap12 + swap13 + swap23 := by
  have hmul : ∀ A B C A' B' C' : Matrix (Fin 2) (Fin 2) ℂ,
      tensor3 A B C * tensor3 A' B' C' = tensor3 (A * A') (B * B') (C * C') := by
    intro A B C A' B' C'
    simp only [tensor3, Matrix.mul_kronecker_mul]
  have hone : tensor3 1 1 1 = 1 := by simp [tensor3]
  have hsq : ∀ a, pauli a * pauli a = 1 := by
    intro a
    ext i j
    fin_cases a <;> fin_cases i <;> fin_cases j <;>
      simp [pauli, Matrix.mul_apply, Fin.sum_univ_two]
  -- for each component, the squared terms give 3/4 and the cross terms give the pair products
  have hs : ∀ a, spin a * spin a = (3 / 4 : ℂ) • (1 : Matrix Config Config ℂ) +
      (1 / 2 : ℂ) • (tensor3 (pauli a) (pauli a) 1 + tensor3 (pauli a) 1 (pauli a) +
        tensor3 1 (pauli a) (pauli a)) := by
    intro a
    simp only [spin, Matrix.smul_mul, Matrix.mul_smul, add_mul, mul_add, hmul, hsq,
      one_mul, mul_one, hone]
    module
  obtain ⟨h12, h13, h23⟩ := dirac_exchange
  simp only [spinSq, hs, Finset.sum_add_distrib, ← Finset.smul_sum, h12, h13, h23,
    Finset.sum_const, Finset.card_univ, Fintype.card_fin]
  module
```

The expansion turns on `Matrix.mul_kronecker_mul`, the mixed-product rule

$$(AB)\otimes(A'B')=(A\otimes A')(B\otimes B').$$

Applied at both levels of the nested product, it yields `hmul`: threefold Kronecker products multiply particle by particle. This carries the physical statement that operators on different particles act independently. It makes both orders of a cross term, such as $\sigma_a(1)\sigma_a(2)$ and $\sigma_a(2)\sigma_a(1)$, the same matrix, and it lets the proof avoid multiplying $8\times8$ matrices entry by entry.

A wavefunction is a function from configurations to complex numbers, and `*ᵥ` applies a matrix to it. The swaps then exchange its arguments.

```lean
/-- Each swap matrix acts on a wavefunction by exchanging two of its spin arguments. -/
theorem swap_mulVec (ψ : Config → ℂ) :
    swap12 *ᵥ ψ = (fun x => ψ (x.2.1, x.1, x.2.2)) ∧
    swap13 *ᵥ ψ = (fun x => ψ (x.2.2, x.2.1, x.1)) ∧
    swap23 *ᵥ ψ = (fun x => ψ (x.1, x.2.2, x.2.1)) := by
  refine ⟨?_, ?_, ?_⟩ <;> funext x <;>
    simp [swap12, swap13, swap23, Matrix.mulVec, dotProduct]
```

## Identifying the M = 1/2 states

The function `magnetic` assigns $M$ to a configuration, and the following theorem confirms that the $z$ component, `spin 2`, is diagonal with these values.

```lean
/-- The magnetic quantum number M of a configuration: each up spin counts 1/2 and each
down spin counts -1/2. -/
def magnetic (x : Config) : ℂ :=
  (1 / 2) * ((![1, -1] : Fin 2 → ℂ) x.1 + (![1, -1] : Fin 2 → ℂ) x.2.1 +
    (![1, -1] : Fin 2 → ℂ) x.2.2)

/-- The z component of the total spin is diagonal, with the values M on its diagonal. -/
theorem spin_z_eq_diagonal : spin 2 = Matrix.diagonal magnetic := by
  ext ⟨i, j, k⟩ ⟨i', j', k'⟩
  fin_cases i <;> fin_cases j <;> fin_cases k <;>
    fin_cases i' <;> fin_cases j' <;> fin_cases k' <;>
    simp [spin, tensor3, pauli, magnetic]
```

The index `i` of `singleFlip` runs over 0, 1, 2 and marks particle $i+1$ as the one that is down. From amplitudes `c`, `sectorState c` builds the wavefunction. No normalisation is imposed on it.

```lean
/-- The three configurations with exactly one spin down. -/
def singleFlip : Fin 3 → Config := ![(1, 0, 0), (0, 1, 0), (0, 0, 1)]

/-- The superposition of the three single-flip configurations with amplitudes `c`. -/
def sectorState (c : Fin 3 → ℂ) : Config → ℂ :=
  fun x => ∑ i, if x = singleFlip i then c i else 0
```

The sector is not merely declared to be the span of these configurations. The theorem `sector_iff` shows that $S_z\psi=\tfrac12\psi$ holds exactly when $\psi$ has this form. In the forward direction, $(M-\tfrac12)\psi(x)=0$ forces the amplitude to vanish on the five configurations with another $M$; the reverse direction checks all eight configurations.

```lean
/-- A wavefunction satisfies the eigenvalue equation of the z component with M = 1/2
exactly when it is a superposition of the single-flip configurations. -/
theorem sector_iff (ψ : Config → ℂ) :
    spin 2 *ᵥ ψ = (1 / 2 : ℂ) • ψ ↔ ∃ c, ψ = sectorState c := by
  rw [spin_z_eq_diagonal]
  constructor
  · intro h
    -- amplitudes with another value of M vanish
    have z : ∀ x, magnetic x ≠ 1 / 2 → ψ x = 0 := by
      intro x hx
      have hh := congrFun h x
      rw [Matrix.mulVec_diagonal] at hh
      simp only [Pi.smul_apply, smul_eq_mul] at hh
      have key : (magnetic x - 1 / 2) * ψ x = 0 := by linear_combination hh
      exact (mul_eq_zero.mp key).resolve_left (sub_ne_zero.mpr hx)
    have e0 : ψ (0, 0, 0) = 0 := z _ (by norm_num [magnetic])
    have e1 : ψ (1, 1, 0) = 0 := z _ (by norm_num [magnetic])
    have e2 : ψ (1, 0, 1) = 0 := z _ (by norm_num [magnetic])
    have e3 : ψ (0, 1, 1) = 0 := z _ (by norm_num [magnetic])
    have e4 : ψ (1, 1, 1) = 0 := z _ (by norm_num [magnetic])
    refine ⟨fun i => ψ (singleFlip i), ?_⟩
    funext ⟨i, j, k⟩
    fin_cases i <;> fin_cases j <;> fin_cases k <;>
      simp [sectorState, singleFlip, Fin.sum_univ_three, e0, e1, e2, e3, e4]
  · rintro ⟨c, rfl⟩
    funext ⟨i, j, k⟩
    rw [Matrix.mulVec_diagonal]
    fin_cases i <;> fin_cases j <;> fin_cases k <;>
      simp [sectorState, singleFlip, Fin.sum_univ_three] <;> norm_num [magnetic]
```

## The eigenvalue equations and their multiplicities

The block $\tfrac34I+J$ is defined next, together with its action on amplitudes.

```lean
/-- The 3×3 matrix 3/4 plus the all-ones matrix. -/
def sectorBlock : Matrix (Fin 3) (Fin 3) ℂ :=
  (3 / 4 : ℂ) • (1 : Matrix (Fin 3) (Fin 3) ℂ) + Matrix.of fun _ _ => 1

/-- The block multiplies each amplitude by 3/4 and adds the sum of all amplitudes. -/
theorem sectorBlock_mulVec (c : Fin 3 → ℂ) (i : Fin 3) :
    (sectorBlock *ᵥ c) i = 3 / 4 * c i + (c 0 + c 1 + c 2) := by
  fin_cases i <;>
    simp [sectorBlock, Matrix.mulVec, dotProduct, Fin.sum_univ_three, Matrix.one_apply] <;>
    ring
```

The theorem `spinSq_mulVec_sector` connects the block to the full eight-dimensional operator. Applying $S^2$ to a sector state gives the sector state whose amplitudes have been multiplied by the block, so the sector is invariant. The proof inserts the swap formula, lets the swaps exchange arguments, and compares the two sides on each configuration.

```lean
/-- The squared total spin maps the M = 1/2 sector into itself and acts on the amplitudes
as 3/4 plus the all-ones matrix. -/
theorem spinSq_mulVec_sector (c : Fin 3 → ℂ) :
    spinSq *ᵥ sectorState c = sectorState (sectorBlock *ᵥ c) := by
  obtain ⟨h12, h13, h23⟩ := swap_mulVec (sectorState c)
  rw [spinSq_eq_swaps]
  funext ⟨i, j, k⟩
  simp only [Matrix.add_mulVec, Matrix.smul_mulVec, Matrix.one_mulVec, h12, h13, h23,
    Pi.add_apply, Pi.smul_apply, smul_eq_mul]
  fin_cases i <;> fin_cases j <;> fin_cases k <;>
    simp [sectorState, singleFlip, Fin.sum_univ_three, sectorBlock_mulVec] <;> ring
```

The eigenvalue equations are stated for the full operator. Within the proof, `lift` reduces them to the three equations $\tfrac34c_i+(c_0+c_1+c_2)=r\,c_i$ for an arbitrary number $r$. The calls to `linear_combination` then carry out the subtractions made by hand. The zero vector satisfies both equations, so eigenvectors are the nonzero solutions: a line for $15/4$ and a plane for $3/4$.

```lean
/-- In the M = 1/2 sector the eigenvalue equation of the squared spin holds with 15/4 exactly
when the three amplitudes are equal, and with 3/4 exactly when they sum to zero. -/
theorem sector_eigenstates (c : Fin 3 → ℂ) :
    (spinSq *ᵥ sectorState c = (15 / 4 : ℂ) • sectorState c ↔ c 0 = c 1 ∧ c 1 = c 2) ∧
    (spinSq *ᵥ sectorState c = (3 / 4 : ℂ) • sectorState c ↔ c 0 + c 1 + c 2 = 0) := by
  have hval : ∀ (d : Fin 3 → ℂ) (i : Fin 3), sectorState d (singleFlip i) = d i := by
    intro d i
    fin_cases i <;> simp [sectorState, singleFlip, Fin.sum_univ_three]
  -- reduce the eigenvalue equation to the three amplitudes
  have lift : ∀ r : ℂ, spinSq *ᵥ sectorState c = r • sectorState c ↔
      ∀ i, 3 / 4 * c i + (c 0 + c 1 + c 2) = r * c i := by
    intro r
    rw [spinSq_mulVec_sector]
    constructor
    · intro h i
      have hi := congrFun h (singleFlip i)
      simpa only [Pi.smul_apply, smul_eq_mul, hval, sectorBlock_mulVec] using hi
    · intro h
      have e : sectorBlock *ᵥ c = r • c := by
        funext i
        rw [sectorBlock_mulVec]
        exact h i
      rw [e]
      funext x
      simp [sectorState, Finset.mul_sum]
  constructor
  · rw [lift]
    constructor
    · intro h
      exact ⟨by linear_combination (h 1 - h 0) / 3, by linear_combination (h 2 - h 1) / 3⟩
    · rintro ⟨h01, h12⟩ i
      have hc : ∀ i, c i = c 2 := by
        intro i
        fin_cases i
        exacts [h01.trans h12, h12, rfl]
      rw [hc i, hc 0, hc 1]
      ring
  · rw [lift]
    constructor
    · intro h
      linear_combination h 0
    · intro h i
      linear_combination h
```

The characteristic determinant records the same multiplicities as a simple and a double root. It concerns the $M=1/2$ block alone, not the whole eight-dimensional space.

```lean
/-- The characteristic determinant of the M = 1/2 block has the simple root 15/4 and the
double root 3/4. -/
theorem sectorBlock_characteristic (x : ℂ) :
    (x • (1 : Matrix (Fin 3) (Fin 3) ℂ) - sectorBlock).det =
      (x - 15 / 4) * (x - 3 / 4) ^ 2 := by
  rw [Matrix.det_fin_three]
  simp [sectorBlock]
  ring

end

end ThreeSpinHalf
```

```lean
#print axioms ThreeSpinHalf.spinSq_eq_swaps
#print axioms ThreeSpinHalf.sector_iff
#print axioms ThreeSpinHalf.sector_eigenstates
#print axioms ThreeSpinHalf.sectorBlock_characteristic
```

```
'ThreeSpinHalf.spinSq_eq_swaps' depends on axioms: [propext, Classical.choice, Quot.sound]
'ThreeSpinHalf.sector_iff' depends on axioms: [propext, Classical.choice, Quot.sound]
'ThreeSpinHalf.sector_eigenstates' depends on axioms: [propext, Classical.choice, Quot.sound]
'ThreeSpinHalf.sectorBlock_characteristic' depends on axioms: [propext, Classical.choice, Quot.sound]
```
